# The space group P2₁2₁2₁ has exactly sixteen complex one-dimensional representations

Take one screw operation in fractional coordinates, \(a(x,y,z)=(x+\tfrac12,\,-y+\tfrac12,\,-z)\). Alone, it can multiply a nonzero function by any nonzero complex number \(e^s\): the function \(e^{2sx}\) is an example. Now add the second screw, \(b(x,y,z)=(-x,\,y+\tfrac12,\,-z+\tfrac12)\). The square \(a^2\) is the unit translation along \(x\), and \(b\) reverses that direction. Factors commute, so the factor of \(a^2\) must equal its own inverse, and the factor of \(a\) is a fourth root of unity.

## Sixteen pairs of screw factors

Let \(G\) be the group generated by \(a\), \(b\) and all integer translations. (Here \(a\) and \(b\) are operations, not cell edges.) Its abelianisation \(G^{\mathrm{ab}}\), the largest commutative quotient, satisfies

\[
G^{\mathrm{ab}}\cong \mathbb Z_4\times\mathbb Z_4,\qquad [a]\mapsto(1,0),\quad [b]\mapsto(0,1),
\]

and there are exactly 16 homomorphisms \(\chi:G\to\mathbb C^\times\), called characters below.

## Symmetry labels in electronic-structure codes

For spinless, non-interacting electrons, a code may label a state by its factors under the two screws, provided that every operation maps the state to a multiple of itself. A complete table of such labels has 16 rows. Since \((ba)^2\) is the unit translation along \(z\), its factor is \(\chi(a)^2\chi(b)^2\). The rows therefore fall into four sets of four, at the wave vectors \((0,0,0)\), \((\tfrac12,0,\tfrac12)\), \((0,\tfrac12,\tfrac12)\) and \((\tfrac12,\tfrac12,0)\) in reciprocal-lattice units. A table built only at the zone centre has four rows.

## From screw relations to characters

**Generators.** Products act from right to left. Direct substitution gives

\[
a^2=(x+1,y,z),\quad b^2=(x,y+1,z),\quad (ba)^2=(x,y,z+1),
\]

so \(a\) and \(b\) already generate \(G\).

**Upper bound.** Substitution also gives \(a^2ba^2=b\) and \(b^2ab^2=a\). In a commutative image these become \(a^4=1\) and \(b^4=1\). Hence \((k,l)\mapsto k[a]+l[b]\) is a well-defined map from \(\mathbb Z_4\times\mathbb Z_4\) onto \(G^{\mathrm{ab}}\).

**Lower bound.** Suppose that \(f\) is not identically zero and that each screw multiplies it by a nonzero constant. Then every \(g\in G\) does so, \(f(gr)=\chi(g)f(r)\) at every point \(r\), and \(f(ghr)=\chi(g)\chi(h)f(r)\) shows that \(\chi\) is a character. Two such functions are

\[
f_1=2e^{i\pi x}\cos\pi z+2e^{-i\pi x}\sin\pi z,
\]
\[
f_2=e^{i\pi y}(e^{i\pi z}+ie^{-i\pi z})-e^{-i\pi y}(e^{i\pi z}-ie^{-i\pi z}).
\]

Under \((a,b)\) their factors are \((i,1)\) and \((1,i)\). If \(k[a]+l[b]=0\), these characters give \(i^k=1\) and \(i^l=1\), so 4 divides both \(k\) and \(l\), and the map is injective.

**Count.** A character is fixed by its values on \(a\) and \(b\). Products of powers of the two characters reach all \(4\cdot4=16\) pairs of fourth roots.

**A numerical instance.** At \(p=(0,0,\tfrac14)\), \(f_1(p)=2\sqrt2\). At \(ap=(\tfrac12,\tfrac12,-\tfrac14)\) the value is \(2\sqrt2\,i\), and at \(bp=(0,\tfrac12,\tfrac14)\) it is \(2\sqrt2\). The ratios are \(i\) and \(1\).

## The Lean file

```lean
import Mathlib

open Complex (I)

noncomputable section

namespace SpaceGroupP212121

/-- Points of three-dimensional space in fractional coordinates `(x, y, z)`. -/
abbrev Space := ℝ × ℝ × ℝ

/-- The lattice translation by an integer vector. -/
def translation (v : ℤ × ℤ × ℤ) : Equiv.Perm Space where
  toFun p := (p.1 + v.1, p.2.1 + v.2.1, p.2.2 + v.2.2)
  invFun p := (p.1 - v.1, p.2.1 - v.2.1, p.2.2 - v.2.2)
  left_inv p := by ext <;> dsimp <;> ring
  right_inv p := by ext <;> dsimp <;> ring

/-- The screw operation `(x + 1/2, -y + 1/2, -z)`. -/
def screwX : Equiv.Perm Space where
  toFun p := (p.1 + 1 / 2, -p.2.1 + 1 / 2, -p.2.2)
  invFun p := (p.1 - 1 / 2, -p.2.1 + 1 / 2, -p.2.2)
  left_inv p := by ext <;> dsimp <;> ring
  right_inv p := by ext <;> dsimp <;> ring

/-- The screw operation `(-x, y + 1/2, -z + 1/2)`. -/
def screwY : Equiv.Perm Space where
  toFun p := (-p.1, p.2.1 + 1 / 2, -p.2.2 + 1 / 2)
  invFun p := (-p.1, p.2.1 - 1 / 2, -p.2.2 + 1 / 2)
  left_inv p := by ext <;> dsimp <;> ring
  right_inv p := by ext <;> dsimp <;> ring

/-- The space group generated by the integer translations and the two screws. -/
def P212121 : Subgroup (Equiv.Perm Space) :=
  Subgroup.closure (Set.range translation ∪ {screwX, screwY})

/-- The first screw as an element of the space group. -/
def gX : P212121 := ⟨screwX, Subgroup.subset_closure (by simp)⟩

/-- The second screw as an element of the space group. -/
def gY : P212121 := ⟨screwY, Subgroup.subset_closure (by simp)⟩

/-- A subgroup of the space group that contains both screws is the whole group. -/
theorem eq_top_of_screws_mem (H : Subgroup P212121) (hX : gX ∈ H) (hY : gY ∈ H) : H = ⊤ := by
  let K := H.map P212121.subtype
  have kX : screwX ∈ K := ⟨gX, hX, rfl⟩
  have kY : screwY ∈ K := ⟨gY, hY, rfl⟩
  let T : Multiplicative (ℤ × ℤ × ℤ) →* Equiv.Perm Space :=
    MonoidHom.mk' (fun v => translation v.toAdd) fun v w =>
      Equiv.ext fun p => by ext <;> simp [translation] <;> ring
  -- the unit translations are squares of screws
  have e1 : T (.ofAdd (1, 0, 0)) = screwX * screwX :=
    Equiv.ext fun p => by
      ext <;> simp [T, translation, screwX]
      ring
  have e2 : T (.ofAdd (0, 1, 0)) = screwY * screwY :=
    Equiv.ext fun p => by
      ext <;> simp [T, translation, screwY]
      ring
  have e3 : T (.ofAdd (0, 0, 1)) = screwY * screwX * (screwY * screwX) :=
    Equiv.ext fun p => by
      ext <;> simp [T, translation, screwX, screwY]
      ring
  have hK : P212121 ≤ K := by
    refine (Subgroup.closure_le K).2 ?_
    rintro g (⟨v, rfl⟩ | rfl | rfl)
    · have hv : Multiplicative.ofAdd v = .ofAdd (1, 0, 0) ^ v.1 *
          .ofAdd (0, 1, 0) ^ v.2.1 * .ofAdd (0, 0, 1) ^ v.2.2 := by
        change v = v.1 • (1, 0, 0) + v.2.1 • (0, 1, 0) + v.2.2 • (0, 0, 1)
        ext <;> simp
      change T (.ofAdd v) ∈ K
      rw [hv, map_mul, map_mul, map_zpow, map_zpow, map_zpow, e1, e2, e3]
      have kYX := K.mul_mem kY kX
      exact K.mul_mem (K.mul_mem (K.zpow_mem (K.mul_mem kX kX) _)
        (K.zpow_mem (K.mul_mem kY kY) _)) (K.zpow_mem (K.mul_mem kYX kYX) _)
    · exact kX
    · exact kY
  refine (Subgroup.eq_top_iff' H).2 fun g => ?_
  obtain ⟨h, hh, e⟩ := hK g.2
  have hg : h = g := Subtype.ext e
  exact hg ▸ hh

/-- In every commutative image of the space group the fourth power of each screw is trivial. -/
theorem hom_pow_four {A : Type*} [CommGroup A] (φ : P212121 →* A) :
    φ gX ^ 4 = 1 ∧ φ gY ^ 4 = 1 := by
  -- each screw reverses the translation along the other screw's axis
  have rX : gX * gX * gY * (gX * gX) = gY := Subtype.ext <| Equiv.ext fun p => by
    ext <;> simp [gX, gY, screwX, screwY]
  have rY : gY * gY * gX * (gY * gY) = gX := Subtype.ext <| Equiv.ext fun p => by
    ext <;> simp [gX, gY, screwX, screwY]
  have key : ∀ a b : A, a * a * b * (a * a) = b → a ^ 4 = 1 := fun a b h => by
    apply mul_right_cancel (b := b)
    rw [one_mul]
    refine Eq.trans ?_ h
    simp only [pow_succ, pow_zero, one_mul]
    ac_rfl
  exact ⟨key _ (φ gY) (by simpa only [map_mul] using congrArg φ rX),
    key _ (φ gX) (by simpa only [map_mul] using congrArg φ rY)⟩

/-- If a function on space is nonzero somewhere and each screw multiplies it by a nonzero constant,
then the space group has a one-dimensional representation with these values on the two screws. -/
theorem character_of_wave (f : Space → ℂ) (p : Space) (hp : f p ≠ 0) (α β : ℂˣ)
    (hX : ∀ x, f (screwX x) = α * f x) (hY : ∀ x, f (screwY x) = β * f x) :
    ∃ χ : P212121 →* ℂˣ, χ gX = α ∧ χ gY = β := by
  let H : Subgroup P212121 :=
    { carrier := {g | ∃ c : ℂˣ, ∀ x, f (g.1 x) = c * f x}
      mul_mem' := by
        rintro g h ⟨c, hc⟩ ⟨d, hd⟩
        refine ⟨c * d, fun x => ?_⟩
        change f (g.1 (h.1 x)) = _
        rw [hc, hd, Units.val_mul, mul_assoc]
      one_mem' := ⟨1, fun x => by simp⟩
      inv_mem' := by
        rintro g ⟨c, hc⟩
        refine ⟨c⁻¹, fun x => ?_⟩
        have h := hc (g.1.symm x)
        rw [Equiv.apply_symm_apply] at h
        change f (g.1.symm x) = _
        rw [h, Units.inv_mul_cancel_left] }
  choose c hc using (Subgroup.eq_top_iff' H).1 (eq_top_of_screws_mem H ⟨α, hX⟩ ⟨β, hY⟩)
  -- the factor is fixed by its value at `p`
  have uniq : ∀ u v : ℂˣ, (u : ℂ) * f p = v * f p → u = v :=
    fun u v h => Units.ext (mul_right_cancel₀ hp h)
  refine ⟨MonoidHom.mk' c fun g h => uniq _ _ ?_, uniq _ _ ((hc gX p).symm.trans (hX p)),
    uniq _ _ ((hc gY p).symm.trans (hY p))⟩
  rw [← hc (g * h) p, Units.val_mul, mul_assoc, ← hc h p, ← hc g]
  rfl

/-- The plane-wave factor `exp(iπt)`. -/
def phase (t : ℝ) : ℂ := Complex.exp (Real.pi * t * I)

/-- A shift by half a cell multiplies `exp(iπt)` by `i`. -/
theorem phase_half (t : ℝ) : phase (t + 1 / 2) = I * phase t := by
  unfold phase
  rw [show (Real.pi : ℂ) * ((t + 1 / 2 : ℝ) : ℂ) * I =
    (Real.pi : ℂ) / 2 * I + Real.pi * t * I by push_cast; ring, Complex.exp_add,
    Complex.exp_mul_I ((Real.pi : ℂ) / 2), Complex.cos_pi_div_two, Complex.sin_pi_div_two]
  ring

/-- The imaginary unit as a nonzero complex number. -/
def iUnit : ℂˣ := Units.mk0 I Complex.I_ne_zero

/-- Two one-dimensional representations exist whose values on the two screws are
`(i, 1)` and `(1, i)`. -/
theorem basic_characters : (∃ χ : P212121 →* ℂˣ, χ gX = iUnit ∧ χ gY = 1) ∧
    ∃ χ : P212121 →* ℂˣ, χ gX = 1 ∧ χ gY = iUnit := by
  have p0 : phase 0 = 1 := by simp [phase]
  have hm : ∀ t, phase (-(t + 1 / 2)) = -I * phase (-t) := fun t => by
    have h := phase_half (-(t + 1 / 2))
    rw [show -(t + 1 / 2) + 1 / 2 = -t by ring] at h
    rw [h]
    linear_combination phase (-(t + 1 / 2)) * Complex.I_sq
  constructor
  · -- a symmetry-adapted sum of waves in `x` and `z`
    let f : Space → ℂ := fun p => phase p.1 * (phase p.2.2 + phase (-p.2.2)) -
      I * phase (-p.1) * (phase p.2.2 - phase (-p.2.2))
    refine character_of_wave f (0, 0, 0) (by simp only [f, neg_zero, p0]; norm_num) _ _
      (fun p => ?_) (fun p => ?_) <;> simp only [f, screwX, screwY, iUnit, Units.val_mk0,
        Units.val_one, Equiv.coe_fn_mk, phase_half, hm, neg_neg]
    · ring
    · linear_combination -(phase p.1 * (phase p.2.2 + phase (-p.2.2))) * Complex.I_sq
  · -- a symmetry-adapted sum of waves in `y` and `z`
    let f : Space → ℂ := fun p => phase p.2.1 * (phase p.2.2 + I * phase (-p.2.2)) -
      phase (-p.2.1) * (phase p.2.2 - I * phase (-p.2.2))
    refine character_of_wave f (0, 0, 0) (by simp only [f, neg_zero, p0]; ring_nf; simp) _ _
      (fun p => ?_) (fun p => ?_) <;> simp only [f, screwX, screwY, iUnit, Units.val_mk0,
        Units.val_one, Equiv.coe_fn_mk, phase_half, hm, neg_neg]
    · linear_combination (phase (-p.2.1) - phase p.2.1) * phase p.2.2 * Complex.I_sq
    · linear_combination I * (phase (-p.2.1) - phase p.2.1) * phase p.2.2 * Complex.I_sq

/-- The class of a space-group operation in the abelianisation, written additively. -/
def cls (g : P212121) : Additive (Abelianization P212121) :=
  Additive.ofMul (Abelianization.of g)

/-- Two elements `a`, `b` of an additive commutative group with `4a = 4b = 0` define a
homomorphism `(k, l) ↦ ka + lb` from `ZMod 4 × ZMod 4`. -/
theorem exists_hom_zmod {A : Type*} [AddCommGroup A] (a b : A) (ha : 4 • a = 0)
    (hb : 4 • b = 0) : ∃ Φ : ZMod 4 × ZMod 4 →+ A,
      ∀ k l : ℤ, Φ ((k : ZMod 4), (l : ZMod 4)) = k • a + l • b := by
  refine ⟨(ZMod.lift 4 ⟨zmultiplesHom A a, (natCast_zsmul a 4).trans ha⟩).coprod
    (ZMod.lift 4 ⟨zmultiplesHom A b, (natCast_zsmul b 4).trans hb⟩), fun k l => ?_⟩
  rw [AddMonoidHom.coprod_apply, ZMod.lift_coe, ZMod.lift_coe]
  rfl

/-- The abelianisation of the space group is `ZMod 4 × ZMod 4`, and the classes of the two
screws correspond to `(1, 0)` and `(0, 1)`. -/
theorem abelianization_P212121 : ∃ e : Additive (Abelianization P212121) ≃+ ZMod 4 × ZMod 4,
    e (cls gX) = (1, 0) ∧ e (cls gY) = (0, 1) := by
  obtain ⟨h4X, h4Y⟩ := hom_pow_four (Abelianization.of (G := P212121))
  obtain ⟨Φ, hΦ⟩ := exists_hom_zmod (cls gX) (cls gY) (congrArg Additive.ofMul h4X)
    (congrArg Additive.ofMul h4Y)
  have hX := hΦ 1 0
  have hY := hΦ 0 1
  simp only [Int.cast_one, Int.cast_zero, one_zsmul, zero_zsmul, add_zero, zero_add] at hX hY
  have ord : orderOf iUnit = 2 ^ (1 + 1) := by
    apply orderOf_eq_prime_pow
    · intro h
      have h' : I ^ 2 ^ 1 = 1 := congrArg Units.val h
      norm_num at h'
    · apply Units.ext
      change I ^ 2 ^ (1 + 1) = 1
      norm_num
  have div4 : ∀ k : ℤ, iUnit ^ k = 1 → (k : ZMod 4) = 0 := fun k hk => by
    have h := orderOf_dvd_iff_zpow_eq_one.2 hk
    rw [ord] at h
    exact (CharP.intCast_eq_zero_iff (ZMod 4) 4 k).2 (by simpa using h)
  -- the two basic characters separate the sixteen classes
  have inj : Function.Injective Φ := by
    refine (injective_iff_map_eq_zero Φ).2 ?_
    rintro ⟨m, n⟩ h
    obtain ⟨k, rfl⟩ := ZMod.intCast_surjective m
    obtain ⟨l, rfl⟩ := ZMod.intCast_surjective n
    rw [hΦ] at h
    have h' : Abelianization.of gX ^ k * Abelianization.of gY ^ l = 1 := h
    have hχ : ∀ χ : P212121 →* ℂˣ, χ gX ^ k * χ gY ^ l = 1 := fun χ => by
      have e := congrArg (Abelianization.lift χ) h'
      rw [map_mul, map_zpow, map_zpow, map_one] at e
      exact e
    obtain ⟨⟨χ, a1, a2⟩, ψ, b1, b2⟩ := basic_characters
    have hk := hχ χ
    have hl := hχ ψ
    rw [a1, a2, one_zpow, mul_one] at hk
    rw [b1, b2, one_zpow, one_mul] at hl
    exact Prod.ext (div4 k hk) (div4 l hl)
  -- the classes of the screws generate
  have surj : Function.Surjective Φ := by
    let H : Subgroup P212121 :=
      { carrier := {g | cls g ∈ Φ.range}
        mul_mem' := fun hg hh => Φ.range.add_mem hg hh
        one_mem' := Φ.range.zero_mem
        inv_mem' := fun hg => Φ.range.neg_mem hg }
    intro y
    obtain ⟨g, hg⟩ : ∃ g : P212121, Abelianization.of g = Additive.toMul y :=
      QuotientGroup.mk_surjective (Additive.toMul y)
    obtain ⟨v, hv⟩ := (Subgroup.eq_top_iff' H).1 (eq_top_of_screws_mem H ⟨_, hX⟩ ⟨_, hY⟩) g
    exact ⟨v, hv.trans (congrArg Additive.ofMul hg)⟩
  exact ⟨(AddEquiv.ofBijective Φ ⟨inj, surj⟩).symm,
    (AddEquiv.symm_apply_eq _).2 hX.symm, (AddEquiv.symm_apply_eq _).2 hY.symm⟩

/-- The space group has exactly 16 homomorphisms to the nonzero complex numbers. -/
theorem card_characters : Nat.card (P212121 →* ℂˣ) = 16 := by
  obtain ⟨e, -⟩ := abelianization_P212121
  let e' : Abelianization P212121 ≃ ZMod 4 × ZMod 4 := Additive.ofMul.trans e.toEquiv
  have : Finite (Abelianization P212121) := Finite.of_equiv _ e'.symm
  -- a finite commutative group has as many characters as elements
  obtain ⟨d⟩ := CommGroup.monoidHom_mulEquiv_of_hasEnoughRootsOfUnity
    (Abelianization P212121) ℂ
  rw [Nat.card_congr (Abelianization.lift.trans (d.toEquiv.trans e')), Nat.card_prod,
    Nat.card_zmod]

end SpaceGroupP212121
```

```lean
#print axioms SpaceGroupP212121.character_of_wave
#print axioms SpaceGroupP212121.card_characters
```

```
'SpaceGroupP212121.character_of_wave' depends on axioms: [propext, Classical.choice, Quot.sound]
'SpaceGroupP212121.card_characters' depends on axioms: [propext, Classical.choice, Quot.sound]
```

## Lemmas, conventions and scope

`eq_top_of_screws_mem` is the generator step: it writes each translation as a product of powers of the three squares. `hom_pow_four` checks the two relations by coordinates, then rearranges them in a commutative group with `ac_rfl`. `character_of_wave` turns a function into a character, and `basic_characters` applies it to \(f_1\) and \(f_2\), with `linear_combination` supplying \(i^2=-1\). `exists_hom_zmod` builds the map from \(\mathbb Z_4\times\mathbb Z_4\), which `abelianization_P212121` proves bijective. `card_characters` counts by duality instead of listing pairs: a finite commutative group has as many complex characters as elements.

In the statements, `Space` is \(\mathbb R^3\) in fractional coordinates, without cell lengths. `P212121` is a group of bijections of it, and `gX`, `gY` are \(a\), \(b\) as its elements. `Additive` only writes the abelianisation with a plus sign. `P212121 →* ℂˣ` contains all homomorphisms; unitarity is not assumed.

The file uses \(f(gr)\) at a point \(r\), whereas the usual operator convention \(f(g^{-1}r)\) gives the inverse character. Representations of higher dimension and the double-valued ones needed for spin ½ are absent. The file does not show that a given computed state is multiplied by a constant under each operation; this can be checked by applying the two screws to the state.
